# In an ensemble of orthonormal N-fermion states with no weight above w, any N orthonormal spin-orbitals hold on average at most N − 1 + w fermions

Put one fermion into an ensemble of orthonormal states ψ_i with probabilities w_i, none larger than w. The occupation of an orbital p is

n_p = Σ_i w_i |ψ_i(p)|² ≤ w Σ_i |ψ_i(p)|² ≤ w.

The last step is Bessel's inequality: orthonormal states share at most one unit of probability at p. Mixing therefore lowers the ceiling on n_p from the Pauli value 1 to w. For N fermions the same argument applies to a whole configuration S of N orbitals. Every other configuration misses at least one orbital of S, which accounts for the remaining N − 1.

```lean
import Mathlib

open Finset

namespace EnsembleExclusionPrinciple

noncomputable section
```

## Configurations, ensembles and occupations

Fix a finite set α of orthonormal spin-orbitals. A configuration T is a set of N occupied ones and stands for a Slater determinant, so Pauli exclusion is built in.

```lean
/-- A configuration: a choice of `N` occupied orbitals from the orbital set `α`. -/
abbrev Config (α : Type*) (N : ℕ) := {T : Finset α // T.card = N}
```

A pure state is a complex amplitude ψ_i(T) for each configuration, and may be correlated. The index i runs over a finite set ι. An ensemble satisfies

w_i ≥ 0,  Σ_i w_i = 1,  Σ_T ψ_i(T)* ψ_j(T) = δ_ij.

These are the three fields of `IsEnsemble`, where `starRingEnd ℂ` is complex conjugation. Orthogonality matters: two copies of one single-fermion state, each with weight 1/2, could give n_p = 1.

```lean
variable {α ι : Type*} [Fintype α] [DecidableEq α] [Fintype ι] [DecidableEq ι] {N : ℕ}

/-- A mixed state of `N` fermions: orthonormal states `ψ i` with probabilities `w i`. -/
structure IsEnsemble (w : ι → ℝ) (ψ : ι → Config α N → ℂ) : Prop where
  nonneg : ∀ i, 0 ≤ w i
  sum_one : ∑ i, w i = 1
  orthonormal : ∀ i j, ∑ T, starRingEnd ℂ (ψ i T) * ψ j T = if i = j then 1 else 0
```

The occupation of p is the weighted probability of the configurations that contain it:

n_p = Σ_i w_i Σ_{T∋p} |ψ_i(T)|².

This is a diagonal element of the one-body density matrix in the chosen basis, and a natural occupation number if the basis consists of natural orbitals.

```lean
/-- The mean occupation number of the orbital `p` in the ensemble. -/
def occupation (w : ι → ℝ) (ψ : ι → Config α N → ℂ) (p : α) : ℝ :=
  ∑ i, w i * ∑ T : Config α N, if p ∈ T.1 then ‖ψ i T‖ ^ 2 else 0
```

Relative to S, a single excitation shares N − 1 orbitals with it, and double and higher excitations share at most N − 2. Let D be the ensemble probability of the latter. The code writes their condition as |S ∩ T| + 2 ≤ N, which avoids subtracting natural numbers.

```lean
/-- The ensemble probability of configurations that differ from `S` in two or more orbitals. -/
def multipleExcitationWeight (w : ι → ℝ) (ψ : ι → Config α N → ℂ) (S : Config α N) : ℝ :=
  ∑ i, w i * ∑ T : Config α N, if (S.1 ∩ T.1).card + 2 ≤ N then ‖ψ i T‖ ^ 2 else 0
```

A single determinant has amplitude 1 on its own configuration and 0 elsewhere.

```lean
/-- The single determinant in which exactly the orbitals of `A` are occupied. -/
def determinant (A : Config α N) : Config α N → ℂ := fun T => if T = A then 1 else 0
```

## From occupations to overlaps

Summing n_p over S counts each T once for every orbital it shares with S. Exchanging the finite sums gives

Σ_{p∈S} n_p = Σ_i w_i Σ_T |ψ_i(T)|² |S ∩ T|.

The proof makes the same exchanges with `Finset.sum_comm`. The identity holds for any weights and amplitudes.

```lean
omit [DecidableEq ι] in
/-- The total occupation of the orbitals in `S` is the mean number of orbitals that a
configuration shares with `S`. -/
theorem sum_occupation (w : ι → ℝ) (ψ : ι → Config α N → ℂ) (S : Config α N) :
    ∑ p ∈ S.1, occupation w ψ p
      = ∑ i, w i * ∑ T : Config α N, ‖ψ i T‖ ^ 2 * ((S.1 ∩ T.1).card : ℝ) := by
  unfold occupation
  rw [Finset.sum_comm]
  refine Finset.sum_congr rfl fun i _ => ?_
  rw [← Finset.mul_sum, Finset.sum_comm]
  congr 1
  refine Finset.sum_congr rfl fun T _ => ?_
  rw [← Finset.sum_filter, Finset.sum_const, nsmul_eq_mul, Finset.filter_mem_eq_inter, mul_comm]
```

Let d(T) be 1 for a double or higher excitation and 0 otherwise, and let δ_TS be 1 if T = S and 0 otherwise. Then

|S ∩ T| + d(T) ≤ N − 1 + δ_TS.

For T = S both sides are N. For a single excitation both are N − 1. For anything higher the left side is at most (N − 2) + 1. The Lean proof splits on T = S and then on the excitation condition; its main point is that two N-element sets with N common elements are equal.

```lean
omit [Fintype α] in
/-- Two configurations share at most `N - 1` orbitals unless they coincide, and at least one
fewer if they differ in two or more orbitals. -/
theorem overlap_le (S T : Config α N) :
    ((S.1 ∩ T.1).card : ℝ) + (if (S.1 ∩ T.1).card + 2 ≤ N then 1 else 0)
      ≤ (N : ℝ) - 1 + (if T = S then 1 else 0) := by
  have hc : (S.1 ∩ T.1).card ≤ N :=
    (Finset.card_le_card Finset.inter_subset_left).trans_eq S.2
  have hcR : ((S.1 ∩ T.1).card : ℝ) ≤ N := by exact_mod_cast hc
  by_cases h : T = S
  · rw [if_pos h]
    split_ifs with h2
    · have h2R : ((S.1 ∩ T.1).card : ℝ) + 2 ≤ N := by exact_mod_cast h2
      linarith
    · linarith
  · rw [if_neg h]
    -- a full overlap would force the two configurations to coincide
    have hne : (S.1 ∩ T.1).card ≠ N := by
      intro he
      have h1 : S.1 ∩ T.1 = S.1 :=
        Finset.eq_of_subset_of_card_le Finset.inter_subset_left (by rw [he, S.2])
      have h2 : S.1 = T.1 :=
        Finset.eq_of_subset_of_card_le (Finset.inter_eq_left.mp h1) (by rw [S.2, T.2])
      exact h (Subtype.ext h2.symm)
    have h1 : (S.1 ∩ T.1).card + 1 ≤ N := by omega
    have h1R : ((S.1 ∩ T.1).card : ℝ) + 1 ≤ N := by exact_mod_cast h1
    split_ifs with h2
    · have h2R : ((S.1 ∩ T.1).card : ℝ) + 2 ≤ N := by exact_mod_cast h2
      linarith
    · linarith
```

## How much probability one configuration can carry

The amplitude ψ_i(S) is the inner product of ψ_i with the unit vector at S, up to conjugation. Bessel's inequality gives

Σ_i |ψ_i(S)|² ≤ 1.

Lean regards the amplitudes as vectors of a `EuclideanSpace`, translates the orthonormality condition, and applies Mathlib's version of the inequality.

```lean
/-- The probabilities of one configuration `S` in the orthonormal states of an ensemble add up
to at most one. -/
theorem sum_probability_le_one {w : ι → ℝ} {ψ : ι → Config α N → ℂ} (h : IsEnsemble w ψ)
    (S : Config α N) : ∑ i, ‖ψ i S‖ ^ 2 ≤ 1 := by
  have ho : Orthonormal ℂ
      (fun i => (WithLp.toLp 2 (ψ i) : EuclideanSpace ℂ (Config α N))) := by
    rw [orthonormal_iff_ite]
    intro i j
    refine Eq.trans ?_ (h.orthonormal i j)
    simp [PiLp.inner_apply, mul_comm]
  -- Bessel's inequality for the unit vector at `S`
  have hb := ho.sum_inner_products_le (EuclideanSpace.single S (1 : ℂ)) (s := Finset.univ)
  simpa [EuclideanSpace.inner_single_right] using hb
```

## The bound with the excitation weight kept

Multiply the overlap estimate by |ψ_i(T)|² and sum over T. Since ψ_i is normalised,

Σ_T |ψ_i(T)|² (|S ∩ T| + d(T)) ≤ N − 1 + |ψ_i(S)|².

This is `hpure`. Now average with the weights, using w_i ≤ wmax:

Σ_{p∈S} n_p + D ≤ N − 1 + wmax Σ_i |ψ_i(S)|² ≤ N − 1 + wmax.

The last step needs wmax ≥ 0, which holds because the weights sum to one and so at least one state exists. The number `wmax`, written w in the title and the opening, may be any upper bound on the weights; the largest weight gives the sharpest result. In the code, `w` is the list of weights.

```lean
/-- The total occupation of `N` orbitals plus the weight of double and higher excitations out of
them is at most `N - 1 + wmax`, where `wmax` bounds the ensemble probabilities. -/
theorem occupation_add_excitation_le {w : ι → ℝ} {ψ : ι → Config α N → ℂ}
    (h : IsEnsemble w ψ) {wmax : ℝ} (hw : ∀ i, w i ≤ wmax) (S : Config α N) :
    ∑ p ∈ S.1, occupation w ψ p + multipleExcitationWeight w ψ S ≤ (N : ℝ) - 1 + wmax := by
  have hnorm : ∀ i, ∑ T, ‖ψ i T‖ ^ 2 = 1 := by
    intro i
    have hi := h.orthonormal i i
    rw [if_pos rfl] at hi
    simp only [Complex.conj_mul'] at hi
    exact_mod_cast hi
  have hpos : 0 ≤ wmax := by
    rcases isEmpty_or_nonempty ι with he | ⟨⟨i⟩⟩
    · have := h.sum_one
      simp at this
    · exact (h.nonneg i).trans (hw i)
  -- the bound for each pure state
  have hpure : ∀ i, ∑ T : Config α N, ‖ψ i T‖ ^ 2 * ((S.1 ∩ T.1).card : ℝ)
      + ∑ T : Config α N, (if (S.1 ∩ T.1).card + 2 ≤ N then ‖ψ i T‖ ^ 2 else 0)
      ≤ (N : ℝ) - 1 + ‖ψ i S‖ ^ 2 := by
    intro i
    calc _ = ∑ T : Config α N, ‖ψ i T‖ ^ 2 * (((S.1 ∩ T.1).card : ℝ)
            + (if (S.1 ∩ T.1).card + 2 ≤ N then 1 else 0)) := by
          rw [← Finset.sum_add_distrib]
          refine Finset.sum_congr rfl fun T _ => ?_
          split_ifs <;> ring
      _ ≤ ∑ T : Config α N, ‖ψ i T‖ ^ 2 * ((N : ℝ) - 1 + (if T = S then 1 else 0)) :=
          Finset.sum_le_sum fun T _ => mul_le_mul_of_nonneg_left (overlap_le S T) (sq_nonneg _)
      _ = (N : ℝ) - 1 + ‖ψ i S‖ ^ 2 := by
          simp_rw [mul_add]
          rw [Finset.sum_add_distrib, ← Finset.sum_mul, hnorm i]
          simp
  rw [sum_occupation, multipleExcitationWeight, ← Finset.sum_add_distrib]
  -- average over the ensemble, then bound the probability of `S`
  calc _ ≤ ∑ i, (w i * ((N : ℝ) - 1) + wmax * ‖ψ i S‖ ^ 2) := by
        refine Finset.sum_le_sum fun i _ => ?_
        have h1 := mul_le_mul_of_nonneg_left (hpure i) (h.nonneg i)
        have h2 := mul_le_mul_of_nonneg_right (hw i) (sq_nonneg ‖ψ i S‖)
        linarith
    _ = (N : ℝ) - 1 + wmax * ∑ i, ‖ψ i S‖ ^ 2 := by
        rw [Finset.sum_add_distrib, ← Finset.sum_mul, h.sum_one, one_mul, ← Finset.mul_sum]
    _ ≤ (N : ℝ) - 1 + wmax := by
        have := mul_le_mul_of_nonneg_left (sum_probability_le_one h S) hpos
        linarith
```

Since D ≥ 0, dropping it leaves

Σ_{p∈S} n_p ≤ N − 1 + wmax.

For wmax = 1 this is the Pauli limit N, and for smaller wmax it is stricter. The theorem also admits N = 0.

In density-matrix functional theory for ensembles with prescribed weights, this is a necessary condition on the occupations in a finite orbital basis. It does not say which occupations satisfying it can be realised.

```lean
/-- Exclusion principle for ensembles: if no state has probability above `wmax`, any `N` orbitals
together hold at most `N - 1 + wmax` of the `N` fermions. -/
theorem ensemble_exclusion {w : ι → ℝ} {ψ : ι → Config α N → ℂ}
    (h : IsEnsemble w ψ) {wmax : ℝ} (hw : ∀ i, w i ≤ wmax) (S : Config α N) :
    ∑ p ∈ S.1, occupation w ψ p ≤ (N : ℝ) - 1 + wmax := by
  have h0 : 0 ≤ multipleExcitationWeight w ψ S :=
    Finset.sum_nonneg fun i _ => mul_nonneg (h.nonneg i)
      (Finset.sum_nonneg fun T _ => by split_ifs <;> positivity)
  linarith [occupation_add_excitation_le h hw S]
```

## Ensembles that reach the bound

If equality holds, the stronger inequality forces D = 0. As D is a sum of nonnegative terms, each state with w_i > 0 has ψ_i(T) = 0 on every double or higher excitation T of S. Such states contain only S and its single excitations. Lean isolates one term of D with `Finset.single_le_sum`.

```lean
/-- If the bound is saturated, each state of positive probability has zero amplitude on every
configuration that differs from `S` in two or more orbitals. -/
theorem amplitude_eq_zero_of_saturated {w : ι → ℝ} {ψ : ι → Config α N → ℂ}
    (h : IsEnsemble w ψ) {wmax : ℝ} (hw : ∀ i, w i ≤ wmax) (S : Config α N)
    (hsat : ∑ p ∈ S.1, occupation w ψ p = (N : ℝ) - 1 + wmax)
    {i : ι} (hi : 0 < w i) {T : Config α N} (hT : (S.1 ∩ T.1).card + 2 ≤ N) :
    ψ i T = 0 := by
  have hle : multipleExcitationWeight w ψ S ≤ 0 := by
    linarith [occupation_add_excitation_le h hw S]
  have hterm : ∀ j, ∀ U : Config α N,
      0 ≤ (if (S.1 ∩ U.1).card + 2 ≤ N then ‖ψ j U‖ ^ 2 else 0) := by
    intro j U
    split_ifs <;> positivity
  -- a single amplitude contributes no more than the whole excitation weight
  have h1 := Finset.single_le_sum (fun U _ => hterm i U) (Finset.mem_univ T)
  rw [if_pos hT] at h1
  have h2 : w i * ∑ U : Config α N, (if (S.1 ∩ U.1).card + 2 ≤ N then ‖ψ i U‖ ^ 2 else 0)
      ≤ multipleExcitationWeight w ψ S :=
    Finset.single_le_sum (f := fun j => w j * ∑ U : Config α N,
      (if (S.1 ∩ U.1).card + 2 ≤ N then ‖ψ j U‖ ^ 2 else 0))
      (fun j _ => mul_nonneg (h.nonneg j) (Finset.sum_nonneg fun U _ => hterm j U))
      (Finset.mem_univ i)
  have h3 := mul_le_mul_of_nonneg_left h1 hi.le
  have h4 : ‖ψ i T‖ ^ 2 ≤ 0 := by
    by_contra hc
    have := mul_pos hi (not_le.mp hc)
    linarith
  exact norm_eq_zero.mp (pow_eq_zero_iff two_ne_zero |>.mp (le_antisymm h4 (sq_nonneg _)))
```

To construct ensembles that reach the bound, take distinct determinants: a reference A(i₀) and otherwise only single excitations of it. The reference contributes N to the overlap and each of the others N − 1, so the occupation of the reference orbitals is

w(i₀) N + (1 − w(i₀))(N − 1) = N − 1 + w(i₀).

This equals the bound when w(i₀) is the largest weight. Injectivity of `A` makes the determinants orthonormal.

```lean
/-- Distinct determinants, all single excitations of a reference `A i₀` apart from the reference
itself, form an ensemble whose reference orbitals hold exactly `N - 1 + w i₀` fermions. -/
theorem single_excitations_occupation {w : ι → ℝ} (h0 : ∀ i, 0 ≤ w i) (h1 : ∑ i, w i = 1)
    {A : ι → Config α N} (hA : Function.Injective A) (i₀ : ι)
    (hs : ∀ i, i ≠ i₀ → ((A i₀).1 ∩ (A i).1).card + 1 = N) :
    IsEnsemble w (fun i => determinant (A i)) ∧
      ∑ p ∈ (A i₀).1, occupation w (fun i => determinant (A i)) p = (N : ℝ) - 1 + w i₀ := by
  refine ⟨⟨h0, h1, fun i j => ?_⟩, ?_⟩
  · simp only [determinant, apply_ite (starRingEnd ℂ), map_one, map_zero, ite_mul, one_mul,
      zero_mul, Finset.sum_ite_eq', Finset.mem_univ, if_true, hA.eq_iff]
  · rw [sum_occupation]
    have hov : ∀ i, ∑ T : Config α N, ‖determinant (A i) T‖ ^ 2 * (((A i₀).1 ∩ T.1).card : ℝ)
        = (N : ℝ) - 1 + (if i = i₀ then 1 else 0) := by
      intro i
      rw [Finset.sum_eq_single (A i) (fun T _ hT => by simp [determinant, hT])
        (fun hn => absurd (Finset.mem_univ _) hn)]
      by_cases hi : i = i₀
      · subst hi
        simp [determinant, (A i).2]
      · have hR : (((A i₀).1 ∩ (A i).1).card : ℝ) + 1 = N := by exact_mod_cast hs i hi
        simp only [determinant, if_true, norm_one, one_pow, one_mul, if_neg hi]
        linarith
    simp_rw [hov, mul_add]
    rw [Finset.sum_add_distrib, ← Finset.sum_mul, h1]
    simp
```

For two fermions in orbitals 0, 1 and 2, label each configuration by its empty orbital.

```lean
/-- Two fermions in three orbitals, with orbital `i` left empty. -/
def holeConfig (i : Fin 3) : Config (Fin 3) 2 :=
  ⟨Finset.univ.erase i, by revert i; decide⟩
```

Give the configurations {1,2}, {0,2} and {0,1} the following weights.

```lean
/-- The probabilities one half, one quarter and one quarter. -/
def exampleWeights : Fin 3 → ℝ := ![1 / 2, 1 / 4, 1 / 4]
```

Then n_1 = 1/2 + 1/4 = 3/4 and n_2 = 3/4. Orbitals 1 and 2 together hold 3/2 fermions, which is 2 − 1 + 1/2. Any two of these configurations share exactly one orbital, so the preceding theorem applies.

```lean
/-- The three determinants of two fermions in three orbitals, mixed with largest probability one
half, form an ensemble that attains the bound `2 - 1 + 1 / 2`. -/
theorem ensemble_exclusion_witness :
    IsEnsemble exampleWeights (fun i => determinant (holeConfig i)) ∧
      (∀ i, exampleWeights i ≤ 1 / 2) ∧
      ∑ p ∈ (holeConfig 0).1, occupation exampleWeights (fun i => determinant (holeConfig i)) p
        = 2 - 1 + 1 / 2 := by
  have h := single_excitations_occupation (w := exampleWeights) (A := holeConfig)
    (by intro i; fin_cases i <;> norm_num [exampleWeights])
    (by norm_num [exampleWeights, Fin.sum_univ_succ])
    (by intro i j; revert i j; decide) 0 (by decide)
  refine ⟨h.1, ?_, ?_⟩
  · intro i
    fin_cases i <;> norm_num [exampleWeights]
  · rw [h.2]
    norm_num [exampleWeights]

end

end EnsembleExclusionPrinciple
```

```lean
#print axioms EnsembleExclusionPrinciple.ensemble_exclusion
#print axioms EnsembleExclusionPrinciple.amplitude_eq_zero_of_saturated
```

```
'EnsembleExclusionPrinciple.ensemble_exclusion' depends on axioms: [propext, Classical.choice, Quot.sound]
'EnsembleExclusionPrinciple.amplitude_eq_zero_of_saturated' depends on axioms: [propext, Classical.choice, Quot.sound]
```

## The same bound for a density operator

The ensemble could also be modelled by a positive operator Γ of trace one on the N-fermion space, with wmax bounding its eigenvalues. The overlap estimate would stay as it is, and Bessel's inequality would give way to ⟨S|Γ|S⟩ ≤ wmax. That version would need no choice of eigenvectors when weights are degenerate, although the occupations are the same for every choice. The list of states used here keeps the individual ψ_i available for the statement about saturation.
